# For independent spins of common mean $m$, the cluster Gram determinant is $(1-m^2)^{N2^{N-1}}$

## Spins, cluster functions and composition

Take a binary alloy with $N$ sites. The spin $\sigma_i$ is $+1$ if site $i$ holds species A and $-1$ if it holds species B. A configuration is recorded by the set $U$ of sites with spin $+1$. For every set of sites $S$, the cluster function is the plain product

$$\Phi_S(U)=\prod_{i\in S}\sigma_i,\qquad \Phi_\emptyset=1 .$$

There are $2^N$ configurations and $2^N$ cluster functions. The sites are occupied independently with the same mean spin $m\in[-1,1]$, so each site holds A with probability $(1+m)/2$, which is the mean concentration of A, and a configuration has probability

$$P_m(U)=\prod_i\frac{1+m\sigma_i}{2}.$$

Angle brackets denote the mean over $P_m$. The Gram matrix is $G_{ST}=\langle\Phi_S\Phi_T\rangle$; the means of the functions are not subtracted.

## Fitting a cluster expansion away from equal composition

A cluster expansion writes the energy as $E(U)=\sum_S J_S\Phi_S(U)$ and fits the coefficients $J_S$ to computed energies, often from electronic-structure calculations. If the training structures are drawn at random from $P_m$, then $G$ is the expected least-squares normal matrix per structure, for this finite binary model with all clusters kept. The question is how $G$ depends on composition, and when it becomes singular.

## Entries, eigenvectors and determinant

**Entries.** A sum over configurations of a product of single-site factors is the product of the single-site sums. In $\langle\Phi_S\Phi_T\rangle$, a site in neither cluster contributes $\frac{1+m}{2}+\frac{1-m}{2}=1$. A site in both also contributes $1$, since $\sigma_i^2=1$. A site in exactly one contributes $\frac{1+m}{2}-\frac{1-m}{2}=m$. With $S\,\triangle\,T$ the set of sites in exactly one of the two clusters,

$$G_{ST}=m^{|S\triangle T|},\qquad \langle\Phi_S\rangle=G_{S\emptyset}=m^{|S|}.$$

**Eigenvectors.** Fix $U$ and sum over $T$, again site by site. A site outside $S$ gives $1+m\sigma_i$; a site in $S$ gives $m+\sigma_i=\sigma_i(1+m\sigma_i)$. Hence

$$\sum_T G_{ST}\Phi_T(U)=\Big[\prod_i(1+m\sigma_i)\Big]\Phi_S(U).$$

The vector with components $\Phi_S(U)$ has squared length $2^N$; the normalised eigenvector is $2^{-N/2}\Phi_S(U)$.

**Determinant.** Let $A_{SU}=\Phi_S(U)$ and let $D$ be diagonal with entries $P_m(U)$. Then $G=ADA^{\mathsf T}$, so

$$\det G=(\det A)^2\prod_U P_m(U).$$

At $m=0$ the entries give $G=I$, hence $1=(\det A)^2\prod_U P_0(U)$. Since $P_m(U)=P_0(U)\prod_i(1+m\sigma_i)$,

$$\det G=\prod_i\prod_U(1+m\sigma_i).$$

For each site, half of the configurations have spin up and half have spin down, so the inner product is $(1+m)^{2^{N-1}}(1-m)^{2^{N-1}}$. Therefore

$$\det G=(1-m^2)^{N2^{N-1}}.$$

For $N\ge1$ the exponent is positive, and $G$ is singular exactly when $m=1$ or $m=-1$, the two pure compositions.

## Two locked spins

Independence matters for this criterion. Let two spins always be equal, each common value having probability $1/2$. Their common mean is $m=0$, yet $\Phi_{\{1\}}=\Phi_{\{2\}}$ on every configuration that occurs. Two rows of the Gram matrix coincide and its determinant is $0$, where the formula would give $1$. A common mean strictly between $-1$ and $1$ is thus not enough for a nonsingular Gram matrix. The same happens if all structures have the same number of A atoms: $\sum_i\Phi_{\{i\}}$ is then a constant multiple of $\Phi_\emptyset$ on every structure that occurs, so the Gram matrix is singular at every composition.

## The statement in Lean

The sites form a finite type `ι`, and $N$ is `Fintype.card ι`. Clusters and configurations both have type `Finset ι`, which makes the table $A$ square. The name `cluster` denotes the function $\Phi_S$, whereas in the alloy literature a cluster is usually the set $S$ itself. `prob m U` is $P_m(U)$, `mean m F` is the weighted sum of an observable `F`, and `gram m` is defined through these means, so its entries are derived.

The theorems take any real `m`. Outside $[-1,1]$ they still hold as algebraic statements, but as soon as there is a site, `prob` takes negative values and is no longer a probability. Only `det_gram_eq_zero_iff` assumes `[Nonempty ι]`: without sites, $G$ is the $1\times1$ matrix $(1)$, which is nonsingular even at $m=1$.

The step left to the user is from independent random occupations to an actual training set, which is finite and often selected or correlated. Symmetry-averaged cluster functions and alloys with more than two species would need separate statements.

```lean
import Mathlib

open Matrix

namespace ClusterGram

noncomputable section

variable {ι : Type*} [Fintype ι] [DecidableEq ι]

/-- The spin at site `i` in the configuration whose up spins occupy the set `U`:
`+1` on `U` and `-1` elsewhere. -/
def spin (U : Finset ι) (i : ι) : ℝ := if i ∈ U then 1 else -1

/-- The cluster function of `S`: the product of the spins over the sites of `S`. -/
def cluster (S U : Finset ι) : ℝ := ∏ i ∈ S, spin U i

/-- The weight of a configuration for independent spins of common mean `m`;
it is a probability for `-1 ≤ m ≤ 1`. -/
def prob (m : ℝ) (U : Finset ι) : ℝ := ∏ i, (1 + m * spin U i) / 2

/-- The mean of an observable `F` over all configurations, weighted by `prob m`. -/
def mean (m : ℝ) (F : Finset ι → ℝ) : ℝ := ∑ U, prob m U * F U

/-- The Gram matrix of all cluster functions: its entries are the means of the products
of two cluster functions. -/
def gram (m : ℝ) : Matrix (Finset ι) (Finset ι) ℝ :=
  Matrix.of fun S T => mean m (fun U => cluster S U * cluster T U)

/-- A sum over all subsets of sites of a product of single-site factors is the product of
the single-site sums. -/
theorem sum_prod_sites (a b : ι → ℝ) :
    ∑ U : Finset ι, ∏ i, (if i ∈ U then a i else b i) = ∏ i, (a i + b i) := by
  rw [Finset.prod_add, Finset.powerset_univ]
  refine Finset.sum_congr rfl fun U _ => ?_
  rw [← Finset.prod_sdiff (Finset.subset_univ U), mul_comm]
  congr 1
  · exact Finset.prod_congr rfl fun i hi => if_pos hi
  · exact Finset.prod_congr rfl fun i hi => if_neg (Finset.mem_sdiff.mp hi).2

/-- A product over a cluster is a product over all sites with factor one outside the
cluster. -/
theorem prod_over (S : Finset ι) (f : ι → ℝ) :
    ∏ i ∈ S, f i = ∏ i, (if i ∈ S then f i else 1) := by
  rw [Finset.prod_ite_mem, Finset.univ_inter]

/-- The overlap of the cluster functions of `S` and `T` is `m` to the number of sites that
lie in exactly one of the two clusters. -/
theorem gram_apply (m : ℝ) (S T : Finset ι) :
    gram m S T = m ^ (symmDiff S T).card := by
  -- the weighted product of two cluster functions factorises over the sites
  have key : ∀ U : Finset ι, prob m U * (cluster S U * cluster T U) =
      ∏ i, (if i ∈ U then (1 + m) / 2 else
        ((1 - m) / 2 * (if i ∈ S then (-1 : ℝ) else 1) * (if i ∈ T then (-1 : ℝ) else 1))) := by
    intro U
    simp only [prob, cluster]
    rw [prod_over S, prod_over T, ← Finset.prod_mul_distrib, ← Finset.prod_mul_distrib]
    refine Finset.prod_congr rfl fun i _ => ?_
    by_cases hU : i ∈ U <;> by_cases hS : i ∈ S <;> by_cases hT : i ∈ T <;>
      simp only [spin, hU, hS, hT, if_true, if_false] <;> ring
  simp only [gram, Matrix.of_apply, mean, key]
  rw [sum_prod_sites, ← Finset.prod_const, prod_over (symmDiff S T)]
  refine Finset.prod_congr rfl fun i _ => ?_
  by_cases hS : i ∈ S <;> by_cases hT : i ∈ T <;>
    simp only [Finset.mem_symmDiff, hS, hT, if_true, if_false, not_true_eq_false,
      not_false_eq_true, and_true, and_false, or_false, false_or] <;> ring

/-- The mean of the cluster function of `S` is `m` to the number of sites in `S`. -/
theorem mean_cluster (m : ℝ) (S : Finset ι) : mean m (cluster S) = m ^ S.card := by
  have h := gram_apply m S ∅
  have hS : symmDiff S ∅ = S := by
    ext i
    simp [Finset.mem_symmDiff]
  rw [hS] at h
  simp only [gram, Matrix.of_apply, cluster, Finset.prod_empty, mul_one] at h
  exact h

/-- For each configuration `U`, the values of all cluster functions at `U` form an
eigenvector of the Gram matrix, with eigenvalue the product of `1 + m σ_i` over all sites. -/
theorem gram_mulVec (m : ℝ) (U : Finset ι) :
    gram m *ᵥ (fun S => cluster S U) =
      (∏ i, (1 + m * spin U i)) • (fun S => cluster S U) := by
  ext S
  have key : ∀ T : Finset ι, gram m S T * cluster T U =
      ∏ i, (if i ∈ T then ((if i ∈ S then 1 else m) * spin U i)
        else (if i ∈ S then m else 1)) := by
    intro T
    rw [gram_apply, ← Finset.prod_const, prod_over (symmDiff S T), cluster, prod_over T,
      ← Finset.prod_mul_distrib]
    refine Finset.prod_congr rfl fun i _ => ?_
    by_cases hS : i ∈ S <;> by_cases hT : i ∈ T <;>
      simp only [Finset.mem_symmDiff, hS, hT, if_true, if_false, not_true_eq_false,
        not_false_eq_true, and_true, and_false, or_false, false_or] <;> ring
  simp only [Matrix.mulVec, dotProduct, Pi.smul_apply, smul_eq_mul, key]
  rw [sum_prod_sites, cluster, prod_over S, ← Finset.prod_mul_distrib]
  refine Finset.prod_congr rfl fun i _ => ?_
  -- a spin squares to one
  have hs : spin U i * spin U i = 1 := by
    by_cases hU : i ∈ U <;> simp [spin, hU]
  by_cases hS : i ∈ S
  · simp only [hS, if_true]
    linear_combination (-m) * hs
  · simp only [hS, if_false]
    ring

/-- At mean spin zero the cluster functions are orthonormal. -/
theorem gram_zero : gram (0 : ℝ) = (1 : Matrix (Finset ι) (Finset ι) ℝ) := by
  ext S T
  rw [gram_apply, Matrix.one_apply]
  by_cases h : S = T
  · subst h
    simp
  · have hc : (symmDiff S T).card ≠ 0 := by
      rw [Ne, Finset.card_eq_zero, ← Finset.bot_eq_empty, symmDiff_eq_bot]
      exact h
    rw [zero_pow hc, if_neg h]

/-- The Gram determinant is the squared determinant of the table of cluster functions times
the product of the weights of all configurations. -/
theorem det_gram_factor (m : ℝ) :
    (gram m : Matrix (Finset ι) (Finset ι) ℝ).det =
      (Matrix.of (cluster (ι := ι))).det ^ 2 * ∏ U : Finset ι, prob m U := by
  have h : (gram m : Matrix (Finset ι) (Finset ι) ℝ) =
      Matrix.of (cluster (ι := ι)) * Matrix.diagonal (prob m) *
        (Matrix.of (cluster (ι := ι)))ᵀ := by
    ext S T
    rw [Matrix.mul_apply]
    simp only [Matrix.mul_diagonal, Matrix.transpose_apply, Matrix.of_apply, gram, mean]
    exact Finset.sum_congr rfl fun U _ => by ring
  rw [h, Matrix.det_mul, Matrix.det_mul, Matrix.det_diagonal, Matrix.det_transpose]
  ring

/-- Over all configurations of `N` spins, the factors `1 + m σ_i` of one site `i` multiply to
`(1 - m²)` to the power `2^(N-1)`. -/
theorem prod_site (m : ℝ) (i : ι) :
    ∏ U : Finset ι, (1 + m * spin U i) = (1 - m ^ 2) ^ (2 ^ (Fintype.card ι - 1)) := by
  have hins : (Finset.univ : Finset (Finset ι)) =
      (insert i (Finset.univ.erase i)).powerset := by
    rw [Finset.insert_erase (Finset.mem_univ i), Finset.powerset_univ]
  have hc : ((Finset.univ.erase i).powerset).card = 2 ^ (Fintype.card ι - 1) := by
    rw [Finset.card_powerset, Finset.card_erase_of_mem (Finset.mem_univ i), Finset.card_univ]
  -- pair each configuration with spin `i` down with the one where it is up
  rw [hins, Finset.prod_powerset_insert (Finset.notMem_erase i Finset.univ), ← hc]
  rw [Finset.prod_eq_pow_card (b := 1 - m), Finset.prod_eq_pow_card (b := 1 + m), ← mul_pow]
  · congr 1
    ring
  · intro t _
    simp [spin]
  · intro t ht
    have hi : i ∉ t := fun h =>
      Finset.notMem_erase i Finset.univ (Finset.mem_powerset.mp ht h)
    simp only [spin, hi, if_false]
    ring

/-- For `N` independent spins of common mean `m`, the Gram determinant of all `2^N` cluster
functions is `(1 - m²)` to the power `N 2^(N-1)`. -/
theorem det_gram (m : ℝ) :
    (gram m : Matrix (Finset ι) (Finset ι) ℝ).det =
      (1 - m ^ 2) ^ (Fintype.card ι * 2 ^ (Fintype.card ι - 1)) := by
  -- orthonormality at mean zero fixes the determinant of the table of cluster functions
  have h0 := det_gram_factor (ι := ι) 0
  rw [gram_zero, Matrix.det_one] at h0
  have hp : ∏ U : Finset ι, prob m U =
      (∏ U : Finset ι, ∏ i, (1 + m * spin U i)) * ∏ U : Finset ι, prob 0 U := by
    rw [← Finset.prod_mul_distrib]
    refine Finset.prod_congr rfl fun U _ => ?_
    simp only [prob]
    rw [← Finset.prod_mul_distrib]
    exact Finset.prod_congr rfl fun i _ => by ring
  have hs : ∏ U : Finset ι, ∏ i, (1 + m * spin U i) =
      (1 - m ^ 2) ^ (Fintype.card ι * 2 ^ (Fintype.card ι - 1)) := by
    rw [Finset.prod_comm]
    simp only [prod_site]
    rw [Finset.prod_const, Finset.card_univ, ← pow_mul, mul_comm]
  rw [det_gram_factor, hp, hs]
  linear_combination
    (-(1 - m ^ 2) ^ (Fintype.card ι * 2 ^ (Fintype.card ι - 1))) * h0

/-- With at least one site, the Gram matrix of the cluster functions is singular exactly for
the pure compositions `m = 1` and `m = -1`. -/
theorem det_gram_eq_zero_iff [Nonempty ι] (m : ℝ) :
    (gram m : Matrix (Finset ι) (Finset ι) ℝ).det = 0 ↔ m = 1 ∨ m = -1 := by
  have hne : Fintype.card ι * 2 ^ (Fintype.card ι - 1) ≠ 0 :=
    mul_ne_zero Fintype.card_ne_zero (pow_ne_zero _ two_ne_zero)
  rw [det_gram, pow_eq_zero_iff hne]
  constructor
  · intro h
    have hm : (m - 1) * (m + 1) = 0 := by linear_combination -h
    rcases mul_eq_zero.mp hm with h1 | h1
    · left
      linarith
    · right
      linarith
  · rintro (h | h) <;> rw [h] <;> norm_num

end

end ClusterGram
```

```lean
#print axioms ClusterGram.mean_cluster
#print axioms ClusterGram.gram_mulVec
#print axioms ClusterGram.det_gram
#print axioms ClusterGram.det_gram_eq_zero_iff
```

```
'ClusterGram.mean_cluster' depends on axioms: [propext, Classical.choice, Quot.sound]
'ClusterGram.gram_mulVec' depends on axioms: [propext, Classical.choice, Quot.sound]
'ClusterGram.det_gram' depends on axioms: [propext, Classical.choice, Quot.sound]
'ClusterGram.det_gram_eq_zero_iff' depends on axioms: [propext, Classical.choice, Quot.sound]
```

## From single-site sums to the determinant

`sum_prod_sites` is the factorisation rule. `Finset.prod_add` expands $\prod_i(a_i+b_i)$ over subsets, and the product over all sites is split into $U$ and its complement. `prod_over` extends a product over a cluster to all sites by inserting factors of one, so that products over different clusters can be merged.

In `gram_apply`, the auxiliary statement `key` writes the weighted product of two cluster functions as one product over sites. The case splits on membership in `U`, `S` and `T` check the single-site factors, and after summation a second split gives $1$ or $m$. `mean_cluster` is the case $T=\emptyset$.

`gram_mulVec` applies the same factorisation to the sum over $T$. For a site in $S$, the final `linear_combination` uses $\sigma_i^2=1$ to turn $m+\sigma_i$ into $\sigma_i(1+m\sigma_i)$. The determinant proof does not use this theorem.

`gram_zero` gives the identity matrix at $m=0$, because distinct clusters have a nonempty symmetric difference. `det_gram_factor` proves $G=ADA^{\mathsf T}$ entry by entry and takes determinants. `prod_site` pairs each configuration with site $i$ down with the one where it is up, through `Finset.prod_powerset_insert`.

`det_gram` assembles these results: `hp` separates $P_m$ into $P_0$ and the factors $1+m\sigma_i$, `hs` exchanges the products over sites and configurations, and `h0` eliminates $(\det A)^2$. Finally, `det_gram_eq_zero_iff` uses the nonzero exponent to reduce the question to $1-m^2=0$, and factors this as $(m-1)(m+1)=0$.
